# With $p=(A-B)r$, length and velocity gauges agree in TDHF and differ by $\langle Br,X\rangle$ in CIS

Let $r$ hold the particle-hole matrix elements of one dipole component, and $p$ the corresponding velocity elements. All vectors are real, $\langle u,v\rangle$ is the dot product, and $w$ is the excitation energy, usually written $\omega$. TDHF solves $AX+BY=wX$, $BX+AY=-wY$ with $A,B$ real symmetric: $A$ holds the orbital-energy differences and the coupling among excitations, $B$ the coupling between excitations and de-excitations. CIS drops $B$ and $Y$, leaving $AX=wX$.

My length and velocity oscillator strengths nearly coincide in TDHF, and the gap shrinks as I enlarge the basis. In CIS a large gap stays. Is my basis still too poor, or is CIS itself at fault?

## The missing $B$ can leave a gap even in a complete basis

It is CIS, provided that $p=(A-B)r$. For Hartree–Fock orbitals in a complete basis and a local external potential, this relation follows from the commutator of position with the Fock operator, up to a phase convention. In a finite basis, separately computed gradient integrals satisfy it only approximately, which is why your TDHF gap shrinks.

**TDHF.** Subtracting the second equation from the first gives
$$(A-B)(X-Y)=w(X+Y).$$
Since $A-B$ is symmetric, it moves across the dot product:
$$\langle p,X-Y\rangle=\langle r,(A-B)(X-Y)\rangle=w\langle r,X+Y\rangle.$$
For three Cartesian components $k$, define the velocity strength $f$ by $wf=\tfrac23\sum_k\langle p_k,X-Y\rangle^2$. The right side is $\tfrac23w^2\sum_k\langle r_k,X+Y\rangle^2$, so for $w\neq0$
$$f=\tfrac23\,w\sum_k\langle r_k,X+Y\rangle^2,$$
the length strength.

**CIS.** The same move gives
$$\langle p,X\rangle=\langle r,AX\rangle-\langle r,BX\rangle=w\langle r,X\rangle-\langle Br,X\rangle.$$
The matrix elements agree for one state exactly when $\langle Br,X\rangle=0$. If they agree for every state, $Br$ is orthogonal to every member of an orthonormal basis of eigenvectors $v_j$ of $A$, so $Br=\sum_j\langle v_j,Br\rangle v_j=0$. Conversely, $Br=0$ removes every defect.

**Two particle-hole pairs.** Take $A=\begin{pmatrix}7&3\\3&7\end{pmatrix}$, all entries of $B$ equal to 3, and $r=(1,0)$. Then $p=(4,0)$. These are model numbers for singlet-adapted pairs; for spin-orbital pairs the diagonal of $B$ would vanish.

- TDHF at $w=8$ has $X=(3,3)$, $Y=(-1,-1)$, and both sides equal 16. Normalised to $\langle X,X\rangle-\langle Y,Y\rangle=1$, both equal 4.
- CIS at $w=10$ has $X=(1,1)$, giving 4 against 10. For a unit vector $X$ this is $2\sqrt2$ against $5\sqrt2$.

Here are the statements and their proofs in Lean 4:

```lean
import Mathlib

open Matrix

namespace GaugeOpticalMatrixElements

variable {n : Type*} [Fintype n]

/-- The velocity vector `p = (A - B) r` belonging to the dipole vector `r`. -/
def velocityVector (A B : Matrix n n ℝ) (r : n → ℝ) : n → ℝ := (A - B) *ᵥ r

/-- The TDHF equations `A X + B Y = w X` and `B X + A Y = -w Y` for the excitation
amplitudes `X` and the de-excitation amplitudes `Y`. -/
def IsTDHF (A B : Matrix n n ℝ) (w : ℝ) (X Y : n → ℝ) : Prop :=
  A *ᵥ X + B *ᵥ Y = w • X ∧ B *ᵥ X + A *ᵥ Y = -(w • Y)

/-- The CIS equation `A X = w X`. -/
def IsCIS (A : Matrix n n ℝ) (w : ℝ) (X : n → ℝ) : Prop := A *ᵥ X = w • X

/-- A real symmetric matrix can be moved from one side of the dot product to the other. -/
theorem symm_dotProduct {M : Matrix n n ℝ} (hM : M.IsSymm) (u v : n → ℝ) :
    (M *ᵥ u) ⬝ᵥ v = u ⬝ᵥ (M *ᵥ v) := by
  rw [Matrix.dotProduct_mulVec, ← Matrix.mulVec_transpose, hM.eq]

/-- For a TDHF solution, `A - B` turns the difference of the amplitudes into `w` times
their sum. -/
theorem tdhf_difference {A B : Matrix n n ℝ} {w : ℝ} {X Y : n → ℝ}
    (h : IsTDHF A B w X Y) : (A - B) *ᵥ (X - Y) = w • (X + Y) := by
  obtain ⟨h1, h2⟩ := h
  rw [Matrix.sub_mulVec, Matrix.mulVec_sub, Matrix.mulVec_sub]
  -- subtract the second TDHF equation from the first
  linear_combination (norm := module) h1 - h2

/-- Gauge identity of TDHF: for real symmetric `A` and `B`, the velocity matrix element
`⟨p, X - Y⟩` of a solution equals `w` times its length matrix element `⟨r, X + Y⟩`. -/
theorem tdhf_gauge {A B : Matrix n n ℝ} (hA : A.IsSymm) (hB : B.IsSymm)
    {w : ℝ} {X Y : n → ℝ} (h : IsTDHF A B w X Y) (r : n → ℝ) :
    velocityVector A B r ⬝ᵥ (X - Y) = w * (r ⬝ᵥ (X + Y)) := by
  unfold velocityVector
  rw [symm_dotProduct (hA.sub hB), tdhf_difference h, dotProduct_smul, smul_eq_mul]

/-- For real symmetric `A` and `B` and a TDHF solution with `w ≠ 0`, the velocity-gauge
strength `f`, fixed by `w f = (2/3) ∑ ⟨p_k, X - Y⟩²` over the three Cartesian directions,
equals the length-gauge strength `(2/3) w ∑ ⟨r_k, X + Y⟩²`. -/
theorem tdhf_strength {A B : Matrix n n ℝ} (hA : A.IsSymm) (hB : B.IsSymm)
    {w : ℝ} (hw : w ≠ 0) {X Y : n → ℝ} (h : IsTDHF A B w X Y)
    (r : Fin 3 → n → ℝ) {f : ℝ}
    (hf : w * f = 2 / 3 * ∑ k, (velocityVector A B (r k) ⬝ᵥ (X - Y)) ^ 2) :
    f = 2 / 3 * w * ∑ k, (r k ⬝ᵥ (X + Y)) ^ 2 := by
  apply mul_left_cancel₀ hw
  rw [hf]
  -- each velocity element is w times the length element
  simp only [tdhf_gauge hA hB h, mul_pow, ← Finset.mul_sum]
  ring

/-- Gauge defect of CIS: for real symmetric `A` and `B`, the velocity matrix element of a
CIS solution differs from `w` times the length matrix element by `-⟨B r, X⟩`. -/
theorem cis_gauge_defect {A B : Matrix n n ℝ} (hA : A.IsSymm) (hB : B.IsSymm)
    {w : ℝ} {X : n → ℝ} (h : IsCIS A w X) (r : n → ℝ) :
    velocityVector A B r ⬝ᵥ X = w * (r ⬝ᵥ X) - (B *ᵥ r) ⬝ᵥ X := by
  have h' : A *ᵥ X = w • X := h
  unfold velocityVector
  rw [symm_dotProduct (hA.sub hB), symm_dotProduct hB, Matrix.sub_mulVec, h',
    dotProduct_sub, dotProduct_smul, smul_eq_mul]

/-- For real symmetric `A` and `B`, the velocity matrix element of a given CIS solution equals `w`
times its length matrix element exactly when `⟨B r, X⟩ = 0`. -/
theorem cis_gauge_iff {A B : Matrix n n ℝ} (hA : A.IsSymm) (hB : B.IsSymm)
    {w : ℝ} {X : n → ℝ} (h : IsCIS A w X) (r : n → ℝ) :
    velocityVector A B r ⬝ᵥ X = w * (r ⬝ᵥ X) ↔ (B *ᵥ r) ⬝ᵥ X = 0 := by
  rw [cis_gauge_defect hA hB h r]
  constructor <;> intro h0 <;> linarith

/-- For real symmetric `A` and `B` and a fixed dipole vector `r`, the velocity matrix element equals
`w` times the length matrix element for all CIS solutions exactly when `B r = 0`. -/
theorem cis_gauge_all_states_iff {A B : Matrix n n ℝ} (hA : A.IsSymm) (hB : B.IsSymm)
    (r : n → ℝ) :
    (∀ (w : ℝ) (X : n → ℝ), IsCIS A w X →
      velocityVector A B r ⬝ᵥ X = w * (r ⬝ᵥ X)) ↔ B *ᵥ r = 0 := by
  classical
  constructor
  · intro hall
    have hH : A.IsHermitian := by
      rw [Matrix.IsHermitian, Matrix.conjTranspose_eq_transpose_of_trivial]
      exact hA
    -- B r is orthogonal to every eigenvector of A
    have horth : ∀ j, inner ℝ (hH.eigenvectorBasis j) (WithLp.toLp 2 (B *ᵥ r)) = 0 := by
      intro j
      have hj : IsCIS A (hH.eigenvalues j) (hH.eigenvectorBasis j).ofLp :=
        hH.mulVec_eigenvectorBasis j
      have h0 := (cis_gauge_iff hA hB hj r).1 (hall _ _ hj)
      rw [EuclideanSpace.inner_eq_star_dotProduct, star_trivial]
      exact h0
    -- the eigenvectors are complete, so B r vanishes
    have hsum := hH.eigenvectorBasis.sum_repr' (WithLp.toLp 2 (B *ᵥ r))
    simp only [horth, zero_smul, Finset.sum_const_zero] at hsum
    exact (congrArg WithLp.ofLp hsum).symm
  · intro h0 w X hX
    rw [cis_gauge_iff hA hB hX r, h0, zero_dotProduct]

/-- The matrix `A` of a system with two particle-hole pairs. -/
def pairA : Matrix (Fin 2) (Fin 2) ℝ := !![7, 3; 3, 7]

/-- The matrix `B` of the same system. -/
def pairB : Matrix (Fin 2) (Fin 2) ℝ := !![3, 3; 3, 3]

/-- In the two-pair system with dipole vector `(1, 0)`, the amplitudes `X = (3, 3)` and
`Y = (-1, -1)` solve TDHF at `w = 8`, and both sides of the gauge identity equal 16. -/
theorem tdhf_pair_witness :
    pairA.IsSymm ∧ pairB.IsSymm ∧ IsTDHF pairA pairB 8 ![3, 3] ![-1, -1] ∧
      velocityVector pairA pairB ![1, 0] ⬝ᵥ (![3, 3] - ![-1, -1]) = 16 ∧
      (8 : ℝ) * (![1, 0] ⬝ᵥ (![3, 3] + ![-1, -1])) = 16 := by
  refine ⟨?_, ?_, ⟨?_, ?_⟩, ?_, ?_⟩
  · ext i j
    fin_cases i <;> fin_cases j <;> simp [pairA]
  · ext i j
    fin_cases i <;> fin_cases j <;> simp [pairB]
  · ext i
    fin_cases i <;> simp [pairA, pairB] <;> norm_num
  · ext i
    fin_cases i <;> simp [pairA, pairB] <;> norm_num
  · simp [velocityVector, pairA, pairB, Matrix.mulVec, dotProduct, Fin.sum_univ_two]
    norm_num
  · simp [dotProduct, Fin.sum_univ_two]
    norm_num

/-- In the same system with the same dipole vector, `X = (1, 1)` solves CIS at `w = 10`,
but the velocity matrix element is 4 while `w` times the length matrix element is 10. -/
theorem cis_pair_violation :
    IsCIS pairA 10 ![1, 1] ∧
      velocityVector pairA pairB ![1, 0] ⬝ᵥ ![1, 1] = 4 ∧
      (10 : ℝ) * (![1, 0] ⬝ᵥ ![1, 1]) = 10 := by
  refine ⟨?_, ?_, ?_⟩
  · unfold IsCIS
    ext i
    fin_cases i <;> simp [pairA, Matrix.mulVec, dotProduct, Fin.sum_univ_two] <;> norm_num
  · simp [velocityVector, pairA, pairB, Matrix.mulVec, dotProduct, Fin.sum_univ_two] <;>
      norm_num
  · simp [dotProduct, Fin.sum_univ_two]

end GaugeOpticalMatrixElements
```

```lean
#print axioms GaugeOpticalMatrixElements.tdhf_strength
-- 'GaugeOpticalMatrixElements.tdhf_strength' depends on axioms: [propext, Classical.choice, Quot.sound]
#print axioms GaugeOpticalMatrixElements.cis_gauge_defect
-- 'GaugeOpticalMatrixElements.cis_gauge_defect' depends on axioms: [propext, Classical.choice, Quot.sound]
#print axioms GaugeOpticalMatrixElements.cis_gauge_all_states_iff
-- 'GaugeOpticalMatrixElements.cis_gauge_all_states_iff' depends on axioms: [propext, Classical.choice, Quot.sound]
#print axioms GaugeOpticalMatrixElements.cis_pair_violation
-- 'GaugeOpticalMatrixElements.cis_pair_violation' depends on axioms: [propext, Classical.choice, Quot.sound]
```

### What the Lean statements say

The finite type `n` labels particle-hole pairs, `*ᵥ` is matrix times vector, and `⬝ᵥ` is the dot product. `IsTDHF` and `IsCIS` state the equations above without fixing a normalisation; oscillator strengths take their physical values in atomic units at $\langle X,X\rangle-\langle Y,Y\rangle=1$, with $Y=0$ in CIS. For singlet-adapted pairs, $r$ and $p$ must then include a factor $\sqrt2$ relative to the spatial-orbital integrals. `velocityVector` defines $p$ as $(A-B)r$, so the link to gradient integrals is an input from physics. Complex orbitals and infinite pair spaces lie beyond these statements.

`tdhf_gauge` and `tdhf_strength` give the TDHF equalities. `cis_gauge_defect`, `cis_gauge_iff` and `cis_gauge_all_states_iff` treat CIS matrix elements, signs included. The last two theorems contain the example.

### From the equations to the proofs

`symm_dotProduct` moves a symmetric matrix across the dot product. `tdhf_difference` expands $(A-B)(X-Y)$ and subtracts the equations through `linear_combination`. `tdhf_gauge` combines the two, and `tdhf_strength` cancels $w$ after inserting the gauge identity for each component. `cis_gauge_defect` uses the same move with `IsCIS`, and the single-state criterion is then linear arithmetic. The example is checked by evaluating entries.

### Completeness through `eigenvectorBasis`

The all-states criterion needs the spectral theorem. From a proof `hH` that $A$ is Hermitian, Mathlib supplies `hH.eigenvectorBasis`, an orthonormal basis of eigenvectors, even when eigenvalues are degenerate. It lives in `EuclideanSpace`, which carries the Euclidean inner product; `WithLp.toLp 2` takes $Br$ there and `WithLp.ofLp` brings it back. `horth` shows that each coefficient $\langle v_j,Br\rangle$ vanishes, and `sum_repr'` is the expansion of $Br$ in the $v_j$, which therefore collapses to zero.
